# Four-point shortest-separation Fourier interpolation of a chain with springs up to third neighbours is exact at every wavevector if and only if the third-neighbour spring vanishes

Take an infinite chain of identical atoms with unit mass and unit spacing that move only along the chain, and let $q$ be the wavevector. A spring of constant $k_2$ between second neighbours contributes $2k_2(1-\cos 2q)$ to the dynamical matrix, which for this chain is a single number. Sample that contribution at the three wavevectors $q=0,\ 2\pi/3,\ 4\pi/3$. There $\cos 2q$ takes the values $1,-\tfrac12,-\tfrac12$, and so does $\cos q$. The samples cannot tell a second-neighbour spring from a first-neighbour one, because on a ring of three sites two steps one way lead to the same atom as one step the other way.

An interpolation that assigns the spring to the shorter separation replaces $\cos 2q$ by $\cos q$. The error is

$$2k_2(\cos q-\cos 2q)=4k_2\,\sin\frac{3q}{2}\,\sin\frac q2 .$$

It vanishes at the three sampled points, but at $q=\pi$ it equals $-4k_2$. The problems below treat $N$ sampled points in the same way and then specialise to $N=4$.

Phonon calculations often compute dynamical matrices on a coarse grid of wavevectors and interpolate between them; for a one-dimensional harmonic chain with one atom per cell and springs shorter than $N$ sites, the result says exactly when shortest-separation interpolation from an $N$-point grid reproduces the dynamical matrix at every wavevector.

## The chain and its interpolant

Let $k_m$ be the real spring constant between atoms $m$ sites apart, for $1\le m<N$. Each atom has two such neighbours, at $+m$ and $-m$, so a plane wave of wavevector $q$ gives

$$D(q)=\sum_{m=1}^{N-1}2k_m\bigl(1-\cos mq\bigr).$$

With unit mass, $D(q)$ is the squared frequency wherever it is non-negative. No sign is imposed on the $k_m$, so stability is not assumed.

```lean
import Mathlib

open Real

namespace PhononFourierInterpolation

noncomputable section
```

In Lean the springs form a function `k : ℕ → ℝ`, of which only the values at $1,\dots,N-1$ enter. The range `Finset.Ico 1 N` includes $1$ and excludes $N$.

```lean
/-- Dynamical matrix of a monatomic chain of unit mass and unit spacing, with springs `k m`
between atoms `m` sites apart, `1 ≤ m < N`. -/
def dynMat (k : ℕ → ℝ) (N : ℕ) (q : ℝ) : ℝ :=
  ∑ m ∈ Finset.Ico 1 N, 2 * k m * (1 - cos ((m : ℝ) * q))
```

On a ring of $N$ sites, two atoms at separation $m$ are also at separation $N-m$. Write $f_m=\min(m,N-m)$ for the shorter of the two.

```lean
/-- The shorter of the two separations `m` and `N - m` between two atoms on a ring of `N` sites. -/
def fold (N m : ℕ) : ℕ := min m (N - m)
```

The interpolant keeps every spring constant and replaces each separation by the shorter one:

$$D_N(q)=\sum_{m=1}^{N-1}2k_m\bigl(1-\cos f_mq\bigr).$$

This is what one gets by transforming the $N$ samples back to force constants on the ring and placing each at its shortest separation, with the constant at $N/2$ shared equally between the two directions when $N$ is even. The file takes the folded sum as the definition and does not carry out that discrete transform.

```lean
/-- Fourier-interpolated dynamical matrix: each spring is assigned to the shortest separation
on the ring of `N` sites. -/
def interpMat (k : ℕ → ℝ) (N : ℕ) (q : ℝ) : ℝ :=
  ∑ m ∈ Finset.Ico 1 N, 2 * k m * (1 - cos ((fold N m : ℝ) * q))
```

## (a) The error as a product

**Task.** Write $D(q)-D_N(q)$ as one common factor times a sum over the springs longer than half the ring.

**Solution.** If $m\le N/2$, then $f_m=m$ and the two terms cancel. If $m>N/2$, then $f_m=N-m$, and the difference of the terms is

$$2k_m\bigl[\cos((N-m)q)-\cos(mq)\bigr].$$

Put $A=Nq/2$ and $B=(m-N/2)q$. Then $mq=A+B$ and $(N-m)q=A-B$, and the addition formulas give $\cos(A-B)-\cos(A+B)=2\sin A\sin B$. Since $A$ does not depend on $m$, it comes out of the sum:

$$D(q)-D_N(q)=4\sin\frac{Nq}{2}\sum_{N/2<m<N}k_m\sin\Bigl(\bigl(m-\tfrac N2\bigr)q\Bigr).$$

In Lean the condition $m>N/2$ is written `N < 2 * m`, which stays within the natural numbers. The proof compares the sums term by term and splits on this condition. The equations `h1` and `h2` are the decompositions into $A+B$ and $A-B$.

```lean
/-- The interpolation error is `sin (N q / 2)` times a sine sum over the springs `k m` with `N < 2 *
m` and `m < N`. -/
theorem interpolation_error (k : ℕ → ℝ) (N : ℕ) (q : ℝ) :
    dynMat k N q - interpMat k N q =
      4 * sin ((N : ℝ) * q / 2) *
        ∑ m ∈ (Finset.Ico 1 N).filter (fun m => N < 2 * m),
          k m * sin (((m : ℝ) - (N : ℝ) / 2) * q) := by
  rw [Finset.sum_filter, dynMat, interpMat, ← Finset.sum_sub_distrib, Finset.mul_sum]
  refine Finset.sum_congr rfl fun m hm => ?_
  have hmN := (Finset.mem_Ico.mp hm).2
  by_cases h : N < 2 * m
  · -- a long spring is folded from `m` to `N - m`
    have hf : fold N m = N - m := by unfold fold; omega
    have h1 : (m : ℝ) * q = (N : ℝ) * q / 2 + ((m : ℝ) - (N : ℝ) / 2) * q := by ring
    have h2 : ((N : ℝ) - m) * q = (N : ℝ) * q / 2 - ((m : ℝ) - (N : ℝ) / 2) * q := by ring
    rw [if_pos h, hf, Nat.cast_sub hmN.le, h2, h1, cos_add, cos_sub]
    ring
  · have hf : fold N m = m := by unfold fold; omega
    rw [if_neg h, hf]
    ring
```

## (b) Agreement on the grid

**Task.** Show that $D_N(q)=D(q)$ whenever $Nq=2\pi j$ for an integer $j$.

**Solution.** At such a point $Nq/2=j\pi$, so the factor $\sin(Nq/2)$ in (a) is zero, whatever the springs are.

The hypothesis `hq` describes a grid point by $Nq=2\pi j$ instead of $q=2\pi j/N$. All integers $j$ are allowed, so the grid is repeated in every Brillouin zone.

```lean
/-- The interpolated dynamical matrix equals the true one at every wavevector of the
`N`-point grid. -/
theorem exact_on_grid (k : ℕ → ℝ) (N : ℕ) (q : ℝ) (j : ℤ) (hq : (N : ℝ) * q = 2 * π * j) :
    interpMat k N q = dynMat k N q := by
  have h := interpolation_error k N q
  have hs : (N : ℝ) * q / 2 = (j : ℝ) * π := by rw [hq]; ring
  rw [hs, sin_int_mul_pi] at h
  linarith
```

## (c) The integral of one cosine

**Task.** For a nonzero integer $n$, show that $\cos nq$ integrates to zero over $[0,\pi]$.

**Solution.** The integral is

$$\int_0^\pi\cos nq\,dq=\frac{\sin n\pi}{n}=0 .$$

The Lean proof substitutes $x=nq$, integrates the cosine and uses the vanishing of the sine at integer multiples of $\pi$.

```lean
/-- A cosine of nonzero integer frequency averages to zero over half the Brillouin zone. -/
theorem integral_cos_int (n : ℤ) (hn : n ≠ 0) :
    ∫ q in (0 : ℝ)..π, cos ((n : ℝ) * q) = 0 := by
  have hn' : (n : ℝ) ≠ 0 := by exact_mod_cast hn
  rw [intervalIntegral.integral_comp_mul_left (fun x => cos x) hn', integral_cos,
    sin_int_mul_pi]
  simp
```

## (d) Orthogonality over half the zone

**Task.** For natural numbers $a$ and $b$ with $b>0$, evaluate $\int_0^\pi\cos aq\,\cos bq\,dq$.

**Solution.** The product is a sum of two cosines:

$$\cos aq\,\cos bq=\tfrac12\bigl[\cos((a-b)q)+\cos((a+b)q)\bigr].$$

Since $b>0$, the frequency $a+b$ is nonzero and the second cosine integrates to zero by (c). If $a\ne b$, so does the first. If $a=b$, the first cosine is the constant $1$ and the integral is $\pi/2$. The condition $b>0$ excludes the case $a=b=0$, where the integral would be $\pi$.

The difference $a-b$ may be negative, so the proof forms it in the integers, which is why (c) is stated for integer $n$.

```lean
/-- Orthogonality of lattice cosines over half the Brillouin zone. -/
theorem cos_orthogonality (a b : ℕ) (hb : 0 < b) :
    ∫ q in (0 : ℝ)..π, cos ((a : ℝ) * q) * cos ((b : ℝ) * q) = if a = b then π / 2 else 0 := by
  have h : ∀ q : ℝ, cos ((a : ℝ) * q) * cos ((b : ℝ) * q) =
      (cos ((((a : ℤ) - b : ℤ) : ℝ) * q) + cos ((((a : ℤ) + b : ℤ) : ℝ) * q)) / 2 := by
    intro q
    push_cast
    rw [sub_mul, add_mul, cos_sub, cos_add]
    ring
  simp only [h]
  rw [intervalIntegral.integral_div,
    intervalIntegral.integral_add (Continuous.intervalIntegrable (by fun_prop) _ _)
      (Continuous.intervalIntegrable (by fun_prop) _ _),
    integral_cos_int ((a : ℤ) + b) (by omega)]
  split_ifs with hab
  · subst hab
    simp
  · rw [integral_cos_int ((a : ℤ) - b) (by omega)]
    simp
```

## (e) When the interpolant is exact everywhere

**Task.** Show that $D_N(q)=D(q)$ for all real $q$ if and only if $k_m=0$ for every $m$ with $N/2<m<N$.

**Solution.** If these springs vanish, every term of the sum in (a) is zero, and so is the error.

For the other direction, suppose that the error vanishes for all $q$, and fix $n$ with $N/2<n<N$. Multiply the error by $\cos nq$ and integrate:

$$0=\sum_{m=1}^{N-1}2k_m\left[\int_0^\pi\cos f_mq\,\cos nq\,dq-\int_0^\pi\cos mq\,\cos nq\,dq\right].$$

Every folded separation satisfies $f_m\le N/2<n$, so the first integral is always zero by (d). The second is $\pi/2$ for $m=n$ and zero otherwise. What remains is $0=-\pi k_n$, hence $k_n=0$.

For $N\le2$ no integer lies strictly between $N/2$ and $N$, so the interpolant is exact for any springs. The first grid on which it can fail is the three-point one of the opening example. Springs of length $N$ or more are absent from the model, so the equivalence does not speak about them.

In the Lean proof, `hpt` is the vanishing integrand, `hint` its integral, and `hterm` the value of each term. The proof turns on the way in which a sum over $m$ is reduced to the single spring $k_n$. First `intervalIntegral.integral_finsetSum` exchanges the integral with the finite sum; it asks for each summand to be integrable, which follows from continuity. Then `hterm` writes each integral as `if m = n then -(k n * π) else 0`, the Lean form of a Kronecker delta. Finally `Finset.sum_ite_eq'` collapses a sum of such terms to the one at $m=n$, on condition that $n$ belongs to the range of summation. That condition is where $n<N$ is used, while $N<2n$ ensures that no folded separation equals $n$.

```lean
/-- Fourier interpolation from `N` grid points reproduces the dynamical matrix at all wavevectors if
and only if `k m = 0` for every `m` with `N < 2 * m` and `m < N`. -/
theorem exact_everywhere_iff (k : ℕ → ℝ) (N : ℕ) :
    (∀ q, interpMat k N q = dynMat k N q) ↔ ∀ m, N < 2 * m → m < N → k m = 0 := by
  constructor
  · intro h n hn hnN
    -- project the vanishing error on the cosine of frequency `n`
    have hpt : ∀ q : ℝ, ∑ m ∈ Finset.Ico 1 N, 2 * k m *
        (cos ((fold N m : ℝ) * q) * cos ((n : ℝ) * q) - cos ((m : ℝ) * q) * cos ((n : ℝ) * q))
        = 0 := by
      intro q
      have e : (dynMat k N q - interpMat k N q) * cos ((n : ℝ) * q) = 0 := by
        rw [h q, sub_self, zero_mul]
      rw [← e, dynMat, interpMat, ← Finset.sum_sub_distrib, Finset.sum_mul]
      exact Finset.sum_congr rfl fun m _ => by ring
    have hint : ∫ q in (0 : ℝ)..π, ∑ m ∈ Finset.Ico 1 N, 2 * k m *
        (cos ((fold N m : ℝ) * q) * cos ((n : ℝ) * q) - cos ((m : ℝ) * q) * cos ((n : ℝ) * q))
        = 0 := by
      simp only [hpt, intervalIntegral.integral_zero]
    rw [intervalIntegral.integral_finsetSum
      (fun m _ => Continuous.intervalIntegrable (by fun_prop) _ _)] at hint
    -- folded separations are at most `N / 2`, so only the spring `k n` survives
    have hterm : ∀ m ∈ Finset.Ico 1 N, (∫ q in (0 : ℝ)..π, 2 * k m *
        (cos ((fold N m : ℝ) * q) * cos ((n : ℝ) * q) - cos ((m : ℝ) * q) * cos ((n : ℝ) * q)))
        = if m = n then -(k n * π) else 0 := by
      intro m _
      have hf : fold N m ≠ n := by unfold fold; omega
      rw [intervalIntegral.integral_const_mul,
        intervalIntegral.integral_sub (Continuous.intervalIntegrable (by fun_prop) _ _)
          (Continuous.intervalIntegrable (by fun_prop) _ _),
        cos_orthogonality _ n (by omega), cos_orthogonality m n (by omega), if_neg hf]
      split_ifs with hmn
      · rw [hmn]; ring
      · ring
    rw [Finset.sum_congr rfl hterm, Finset.sum_ite_eq',
      if_pos (Finset.mem_Ico.mpr ⟨by omega, hnN⟩)] at hint
    exact (mul_eq_zero.mp (neg_eq_zero.mp hint)).resolve_right pi_ne_zero
  · intro h q
    have e := interpolation_error k N q
    rw [Finset.sum_eq_zero (fun m hm => by
      obtain ⟨h1, h2⟩ := Finset.mem_filter.mp hm
      rw [h m h2 (Finset.mem_Ico.mp h1).2, zero_mul]), mul_zero] at e
    linarith
```

## (f) The two dispersions for four points

**Task.** Write out $D$ and $D_4$ for $N=4$.

**Solution.** The separations $1,2,3$ fold to $1,2,1$. Therefore

$$D(q)=2k_1(1-\cos q)+2k_2(1-\cos2q)+2k_3(1-\cos3q),$$

$$D_4(q)=2(k_1+k_3)(1-\cos q)+2k_2(1-\cos2q).$$

The third-neighbour spring has been added to the first-neighbour one. The second-neighbour spring, at exactly half the ring, stays where it is. The Lean proof lists the range as `{1, 2, 3}`, evaluates `fold` at each entry and expands the sums.

```lean
/-- On the four-point grid the third-neighbour spring is added to the first-neighbour one. -/
theorem four_point_forms (k : ℕ → ℝ) (q : ℝ) :
    dynMat k 4 q = 2 * k 1 * (1 - cos q) + 2 * k 2 * (1 - cos (2 * q))
      + 2 * k 3 * (1 - cos (3 * q)) ∧
    interpMat k 4 q = 2 * (k 1 + k 3) * (1 - cos q) + 2 * k 2 * (1 - cos (2 * q)) := by
  have e : Finset.Ico 1 4 = ({1, 2, 3} : Finset ℕ) := by decide
  have f1 : fold 4 1 = 1 := by decide
  have f2 : fold 4 2 = 2 := by decide
  have f3 : fold 4 3 = 1 := by decide
  constructor
  · rw [dynMat, e, Finset.sum_insert (by decide), Finset.sum_insert (by decide),
      Finset.sum_singleton]
    push_cast
    ring_nf
  · rw [interpMat, e, Finset.sum_insert (by decide), Finset.sum_insert (by decide),
      Finset.sum_singleton, f1, f2, f3]
    push_cast
    ring_nf
```

## (g) The four-point error and its long-wavelength limit

**Task.** Find $D(q)-D_4(q)$ in closed form.

**Solution.** Only the $k_3$ terms differ. With $\cos3q=4\cos^3q-3\cos q$,

$$D(q)-D_4(q)=2k_3(\cos q-\cos3q)=8k_3\cos q\,(1-\cos^2q)=8k_3\sin^2q\,\cos q .$$

Midway between the grid points $0$ and $\pi/2$, at $q=\pi/4$, this equals $2\sqrt2\,k_3$.

As $q\to0$ the error behaves as $8k_3q^2$. The expansions of (f) agree with this: $D(q)\approx(k_1+4k_2+9k_3)q^2$, whereas $D_4(q)\approx(k_1+4k_2+k_3)q^2$. When these coefficients are positive they are squared sound velocities, so the interpolant can have the wrong sound velocity even though it is exact at $q=0$.

The Lean proof inserts the two forms from (f), applies the triple-angle formula and replaces $\sin^2q$ by $1-\cos^2q$.

```lean
/-- The error of four-point interpolation is `8 k₃ sin² q cos q`. -/
theorem four_point_error (k : ℕ → ℝ) (q : ℝ) :
    dynMat k 4 q - interpMat k 4 q = 8 * k 3 * sin q ^ 2 * cos q := by
  rw [(four_point_forms k q).1, (four_point_forms k q).2, cos_three_mul, sin_sq]
  ring
```

## (h) Exact at multiples of π/2, and everywhere only without the third spring

**Task.** Show that $D_4=D$ at every integer multiple of $\pi/2$, and that $D_4=D$ at all real $q$ if and only if $k_3=0$.

**Solution.** For $q=j\pi/2$ with integer $j$ we have $4q=2\pi j$, so (b) applies with $N=4$. For the second claim, (e) says that agreement at all $q$ is equivalent to $k_m=0$ for every $m$ with $2<m<4$. The only such integer is $m=3$.

The theorem joins the two claims for an arbitrary `k`. Its first half quantifies over `j : ℤ`, its second over all real `q`, and the values $k_1$ and $k_2$ are unrestricted in both. The proof follows the solution: `exact_on_grid` gives the first half, `exact_everywhere_iff` rewrites the second, and `omega` finds that $m=3$.

```lean
/-- Four-point interpolation is exact at all multiples of `π / 2`, and exact at all wavevectors
if and only if the third-neighbour spring vanishes. -/
theorem four_point_interpolation (k : ℕ → ℝ) :
    (∀ j : ℤ, interpMat k 4 (j * (π / 2)) = dynMat k 4 (j * (π / 2))) ∧
    ((∀ q, interpMat k 4 q = dynMat k 4 q) ↔ k 3 = 0) := by
  refine ⟨fun j => exact_on_grid k 4 _ j (by push_cast; ring), ?_⟩
  rw [exact_everywhere_iff]
  refine ⟨fun h => h 3 (by norm_num) (by norm_num), fun h m h1 h2 => ?_⟩
  have hm : m = 3 := by omega
  rw [hm, h]

end

end PhononFourierInterpolation
```

```lean
#print axioms PhononFourierInterpolation.four_point_error
#print axioms PhononFourierInterpolation.four_point_interpolation
```

```
'PhononFourierInterpolation.four_point_error' depends on axioms: [propext, Classical.choice, Quot.sound]
'PhononFourierInterpolation.four_point_interpolation' depends on axioms: [propext, Classical.choice, Quot.sound]
```
